# Recursion for a normally ordered sum over half-weight contractions when one letter b is added

For m letters a and n letters b, let W(m, n) be the sum over k from 0 to n of k! C(m,k) C(n,k) (1/2)^k b^(n−k) a^(m−k), in which every b stands to the left of every a and each of the k contractions has weight one half. The theorem `weylMonomial_succ` states that W(m, n+1) = b W(m, n) + (m/2) W(m−1, n), where the last term vanishes for m = 0: the new b either stands on the left or is contracted with one of the m letters a. Here a and b are any two elements of an algebra over a field of characteristic zero, and no commutation relation between them is assumed. The proof treats m = 0 separately, and otherwise takes b inside the sum and compares coefficients by Pascal's rule and an absorption identity for binomials.

Lean 4 with Mathlib refuses this proof:

```lean
import Mathlib

open Finset

namespace WeylToNormalOrder

noncomputable section

variable (K : Type*) {R : Type*} [Field K] [CharZero K] [Ring R] [Algebra K R]

/-- The normally ordered sum over `k` contractions, each of weight one half, of `m` letters `a`
with `n` letters `b`. -/
def weylMonomial (a b : R) (m n : ℕ) : R :=
  ∑ k ∈ range (n + 1),
    ((k.factorial : K) * (m.choose k : K) * (n.choose k : K) * (1 / 2 : K) ^ k) •
      (b ^ (n - k) * a ^ (m - k))

omit [CharZero K] in
lemma weylMonomial_zero_left (a b : R) (n : ℕ) : weylMonomial K a b 0 n = b ^ n := by
  unfold weylMonomial
  rw [sum_range_succ']
  simp

/-- Adding one letter `b`: it either stands on the left, or is contracted with one of the
`m` letters `a` with weight one half. -/
theorem weylMonomial_succ (a b : R) (m n : ℕ) :
    weylMonomial K a b m (n + 1) =
      b * weylMonomial K a b m n + ((m : K) / 2) • weylMonomial K a b (m - 1) n := by
  rcases m with _ | m
  · simp [weylMonomial_zero_left, pow_succ']
  unfold weylMonomial
  have hb : b * ∑ k ∈ range (n + 1), ((k.factorial : K) * ((m + 1).choose k : K) *
        (n.choose k : K) * (1 / 2 : K) ^ k) • (b ^ (n - k) * a ^ (m + 1 - k)) =
      ∑ k ∈ range (n + 1 + 1), ((k.factorial : K) * ((m + 1).choose k : K) *
        (n.choose k : K) * (1 / 2 : K) ^ k) • (b ^ (n + 1 - k) * a ^ (m + 1 - k)) := by
    rw [sum_range_succ _ (n + 1), Nat.choose_succ_self n, mul_sum]
    simp only [Nat.cast_zero, mul_zero, zero_mul, zero_smul, add_zero]
    apply sum_congr rfl
    intro k hk
    have hk' : n + 1 - k = (n - k) + 1 := by
      have := mem_range.1 hk
      omega
    rw [hk', pow_succ', mul_smul_comm, mul_assoc]
  rw [hb, sum_range_succ' _ (n + 1), sum_range_succ' _ (n + 1), smul_sum,
    add_right_comm, ← sum_add_distrib]
  congr 1
  · apply sum_congr rfl
    intro k _
    simp only [Nat.add_sub_add_right, Nat.add_sub_cancel]
    rw [smul_smul, ← add_smul]
    congr 1
    -- Pascal's rule in n and absorption in m
    have h : ((m : K) + 1) * (m.choose k : K) =
        ((m + 1).choose (k + 1) : K) * ((k : K) + 1) := by
      exact_mod_cast Nat.add_one_mul_choose_eq m k
    rw [Nat.choose_succ_succ' n k, Nat.factorial_succ]
    simp only [Nat.cast_add, Nat.cast_mul, Nat.cast_one]
    linear_combination (-(k.factorial : K) * (n.choose k : K) * (1 / 2 : K) ^ (k + 1)) * h
  · simp

end

end WeylToNormalOrder
```

The compiler's answer:

```
Main.lean:35:85: error: unsolved goals
K : Type u_1
R : Type u_2
inst✝³ : Field K
inst✝² : CharZero K
inst✝¹ : Ring R
inst✝ : Algebra K R
a b : R
n m k : ℕ
hk : k ∈ range (n + 1)
hk' : n + 1 - k = n - k + 1
⊢ (↑k.factorial * ↑((m + 1).choose k) * (↑(n.choose k) * (1 / 2) ^ k)) • (b * (b ^ (n - k) * a ^ (m + 1 - k))) =
    (↑k.factorial * ↑((m + 1).choose k) * (↑(n.choose k) * (1 / 2) ^ k)) • (b * b ^ (n - k) * a ^ (m + 1 - k))
```

The mended proof, as a diff:

```diff
@@ -41,5 +41,5 @@
       have := mem_range.1 hk
       omega
-    rw [hk', pow_succ', mul_smul_comm, mul_assoc]
+    rw [hk', pow_succ', mul_smul_comm, mul_assoc b]
   rw [hb, sum_range_succ' _ (n + 1), sum_range_succ' _ (n + 1), smul_sum,
     add_right_comm, ← sum_add_distrib]
```

What went wrong. The error lies in the auxiliary step `hb`, which takes the factor b inside the sum. The two sides of the remaining goal have the same scalar coefficient and differ only in the bracketing of the operator product: `b * (b ^ (n - k) * a ^ (m + 1 - k))` on the left, `b * b ^ (n - k) * a ^ (m + 1 - k)` on the right.

The last rewrite, `mul_assoc`, was meant to remove this difference. Given without arguments, it fits any product of the form `x * y * z`, and `rw` settles on the first match it finds. That was the scalar coefficient, itself a product of four factors. The goal shows it regrouped on both sides, with `↑(n.choose k) * (1 / 2) ^ k` now in brackets, while the operator product was left as it was.

The repair writes `mul_assoc b`, which requires the first factor to be `b`. The scalar product no longer fits, so the rewrite regroups the operator product on the right. The two sides are then identical, and `rw` closes the goal by reflexivity.
